# A unitary matrix is a positive-weight average of contractions only if each of them equals it

Q: I average a propagator matrix over a finite set of noise samples, find that the average is unitary, and replace every sample by that one matrix. What justifies the replacement?

A: The weights are positive and sum to one, and no sample increases the norm of a state vector. Under those conditions an exactly unitary average leaves no room for spread, not even in a global phase. If the average is unitary only to a numerical tolerance, a small spread remains possible: with equal weights the phases $e^{\pm i\delta}$ average to $\cos\delta\approx1-\delta^2/2$. With unequal weights, a sample of very small weight can even differ strongly from the average. This concerns averaged amplitudes in a finite ensemble; averaging density matrices, $\rho\mapsto\sum_i p_i U_i\rho U_i^\dagger$, is a different operation.

Q: What plays the role of the state space and of the samples?

A: The state space `H` is a complex inner product space, and operators are linear maps on it.

```lean
import Mathlib

open LinearMap (adjoint)

namespace UnitaryExtremeContraction

variable {H : Type*} [NormedAddCommGroup H] [InnerProductSpace ℂ H]
```

A sample must be a contraction, $\|Ax\|\le\|x\|$ for every $x$. This admits unitary evolution and also evolution with loss, such as absorption, but no gain.

```lean
/-- An operator is a contraction if it never increases the norm of a state vector. -/
def IsContraction (A : H →ₗ[ℂ] H) : Prop := ∀ x, ‖A x‖ ≤ ‖x‖
```

Q: And "extreme"?

A: A contraction $A$ is extreme if $A=pB+(1-p)C$, with $0<p<1$ and $B$, $C$ contractions, forces $B=C=A$. The weight `p` is real; `(p : ℂ)` is the same number used as a complex scalar.

```lean
/-- A contraction is extreme if it is a proper mixture of two contractions only when both
of them equal the operator itself. -/
def IsExtremeContraction (A : H →ₗ[ℂ] H) : Prop :=
  IsContraction A ∧ ∀ (p : ℝ) (B C : H →ₗ[ℂ] H), 0 < p → p < 1 →
    IsContraction B → IsContraction C →
    A = (p : ℂ) • B + (1 - (p : ℂ)) • C → B = A ∧ C = A
```

Q: Where does the rigidity come from?

A: From a variance. Let $u=\sum_i p_i v_i$ with $\sum_i p_i=1$. Expanding the square gives

$$\sum_i p_i\|v_i-u\|^2=\sum_i p_i\|v_i\|^2-2\,\mathrm{Re}\Big\langle\sum_i p_i v_i,u\Big\rangle+\|u\|^2=\sum_i p_i\|v_i\|^2-\|u\|^2 .$$

In the proof, `h` evaluates the cross term and `e` expands each summand.

```lean
/-- The variance of an ensemble of vectors about its mean `u` is the mean squared norm minus
the squared norm of the mean. -/
theorem variance_identity {ι : Type*} (s : Finset ι) (p : ι → ℝ) (v : ι → H) (u : H)
    (hp : ∑ i ∈ s, p i = 1) (hu : ∑ i ∈ s, (p i : ℂ) • v i = u) :
    ∑ i ∈ s, p i * ‖v i - u‖ ^ 2 = ∑ i ∈ s, p i * ‖v i‖ ^ 2 - ‖u‖ ^ 2 := by
  have h : ∑ i ∈ s, p i * (inner ℂ (v i) u).re = ‖u‖ ^ 2 := by
    calc _ = (inner ℂ (∑ i ∈ s, (p i : ℂ) • v i) u).re := by
          rw [sum_inner, Complex.re_sum]
          refine Finset.sum_congr rfl fun i _ => ?_
          rw [inner_smul_left, Complex.conj_ofReal, Complex.re_ofReal_mul]
      _ = ‖u‖ ^ 2 := by rw [hu]; exact inner_self_eq_norm_sq (𝕜 := ℂ) u
  have e : ∀ i, p i * ‖v i - u‖ ^ 2
      = p i * ‖v i‖ ^ 2 - 2 * (p i * (inner ℂ (v i) u).re) + p i * ‖u‖ ^ 2 := by
    intro i
    have h1 : ‖v i - u‖ ^ 2 = ‖v i‖ ^ 2 - 2 * (inner ℂ (v i) u).re + ‖u‖ ^ 2 :=
      norm_sub_sq (𝕜 := ℂ) _ _
    rw [h1]; ring
  rw [Finset.sum_congr rfl (fun i _ => e i), Finset.sum_add_distrib,
    Finset.sum_sub_distrib, ← Finset.mul_sum, ← Finset.sum_mul, h, hp]
  ring
```

Now let $U=\sum_i p_iA_i$ preserve norms, and put $v_i=A_ix$, $u=Ux$. Then

$$\sum_i p_i\|A_ix-Ux\|^2=\sum_i p_i\|A_ix\|^2-\|Ux\|^2\le\|x\|^2-\|x\|^2=0 .$$

Every term on the left is nonnegative and every $p_i$ is positive, so $A_ix=Ux$ for all $x$. Lean argues by contradiction: `hone` bounds one term by the whole sum, and a nonzero difference would make that term positive.

```lean
/-- If a norm-preserving operator is a finite mixture of contractions with positive weights,
every member of the mixture equals that operator. -/
theorem ensemble_rigidity {ι : Type*} (s : Finset ι) (p : ι → ℝ) (A : ι → H →ₗ[ℂ] H)
    (U : H →ₗ[ℂ] H) (hU : ∀ x, ‖U x‖ = ‖x‖) (hp : ∀ i ∈ s, 0 < p i)
    (hsum : ∑ i ∈ s, p i = 1) (hA : ∀ i ∈ s, IsContraction (A i))
    (hmix : U = ∑ i ∈ s, (p i : ℂ) • A i) : ∀ i ∈ s, A i = U := by
  intro i hi
  refine LinearMap.ext fun x => ?_
  have hvar : ∑ j ∈ s, p j * ‖A j x - U x‖ ^ 2
      = ∑ j ∈ s, p j * ‖A j x‖ ^ 2 - ‖U x‖ ^ 2 :=
    variance_identity s p (fun j => A j x) (U x) hsum
      (by rw [hmix]; simp [LinearMap.sum_apply])
  have hle : ∑ j ∈ s, p j * ‖A j x‖ ^ 2 ≤ ‖x‖ ^ 2 := by
    calc _ ≤ ∑ j ∈ s, p j * ‖x‖ ^ 2 := Finset.sum_le_sum fun j hj =>
          mul_le_mul_of_nonneg_left (pow_le_pow_left₀ (norm_nonneg _) (hA j hj x) 2)
            (hp j hj).le
      _ = ‖x‖ ^ 2 := by rw [← Finset.sum_mul, hsum, one_mul]
  -- the variance is a sum of nonnegative terms and is itself not positive
  have hone := Finset.single_le_sum (f := fun j => p j * ‖A j x - U x‖ ^ 2)
    (fun j hj => mul_nonneg (hp j hj).le (sq_nonneg _)) hi
  rw [hU] at hvar
  by_contra hne
  have hpos : 0 < ‖A i x - U x‖ := norm_pos_iff.mpr (sub_ne_zero.mpr hne)
  have hpos2 := mul_pos (hp i hi) (pow_pos hpos 2)

  linarith
```

Two members with weights $p$ and $1-p$ give extremality.

```lean
/-- Every norm-preserving operator is an extreme contraction. -/
theorem extreme_of_isometry (U : H →ₗ[ℂ] H) (hU : ∀ x, ‖U x‖ = ‖x‖) :
    IsExtremeContraction U := by
  refine ⟨fun x => (hU x).le, fun p B C h0 h1 hB hC hmix => ?_⟩
  have h := ensemble_rigidity Finset.univ ![p, 1 - p] ![B, C] U hU
    (by simp [Fin.forall_fin_two, h0, h1]) (by simp [Fin.sum_univ_two])
    (by simp [Fin.forall_fin_two, hB, hC])
    (by
      rw [Fin.sum_univ_two]
      change U = (p : ℂ) • B + ((1 - p : ℝ) : ℂ) • C
      rw [Complex.ofReal_sub, Complex.ofReal_one]
      exact hmix)
  exact ⟨h 0 (Finset.mem_univ _), h 1 (Finset.mem_univ _)⟩
```

Q: So far unitarity is sufficient. Could a lossy operator also be extreme?

A: Not in finite dimension. The test is a perturbation $E$: if $A+E$ and $A-E$ are both contractions, then $A=\tfrac12(A+E)+\tfrac12(A-E)$, and extremality gives $E=0$.

```lean
/-- If an extreme contraction stays a contraction under the perturbations `E` and `-E`,
then `E` vanishes. -/
theorem perturbation_eq_zero {A E : H →ₗ[ℂ] H} (hA : IsExtremeContraction A)
    (h1 : IsContraction (A + E)) (h2 : IsContraction (A - E)) : E = 0 := by
  have h := (hA.2 (1 / 2) (A + E) (A - E) (by norm_num) (by norm_num) h1 h2
    (by push_cast; module)).1
  simpa using h
```

To find useful perturbations, measure how far $A^\dagger A$ is from the identity by $z=x-A^\dagger Ax$. First,

$$\|A^\dagger Ax\|^2=\langle AA^\dagger Ax,Ax\rangle\le\|A^\dagger Ax\|\,\|Ax\|,$$

so $\|A^\dagger Ax\|\le\|Ax\|$. Therefore

$$\|z\|^2=\|x\|^2-2\|Ax\|^2+\|A^\dagger Ax\|^2\le\|x\|^2-\|Ax\|^2 .$$

Finite dimension is assumed from here on.

```lean
variable [FiniteDimensional ℂ H]

/-- For a contraction, the squared norm of `x - A†A x` is at most the squared norm lost by `x`
under `A`; moreover `A†A x` is no longer than `A x`. -/
theorem defect_bound {A : H →ₗ[ℂ] H} (hA : IsContraction A) (x : H) :
    ‖x - adjoint A (A x)‖ ^ 2 ≤ ‖x‖ ^ 2 - ‖A x‖ ^ 2 ∧ ‖adjoint A (A x)‖ ≤ ‖A x‖ := by
  have hadj : ‖adjoint A (A x)‖ ≤ ‖A x‖ := by
    have h : ‖adjoint A (A x)‖ ^ 2 ≤ ‖adjoint A (A x)‖ * ‖A x‖ := by
      calc _ = (inner ℂ (adjoint A (A x)) (adjoint A (A x))).re :=
            (inner_self_eq_norm_sq (𝕜 := ℂ) _).symm
        _ = (inner ℂ (A (adjoint A (A x))) (A x)).re := by
            rw [LinearMap.adjoint_inner_right]
        _ ≤ ‖A (adjoint A (A x))‖ * ‖A x‖ := re_inner_le_norm (𝕜 := ℂ) _ _
        _ ≤ _ := mul_le_mul_of_nonneg_right (hA _) (norm_nonneg _)
    by_contra h'
    have h' := not_le.mp h'
    nlinarith [mul_pos (lt_of_le_of_lt (norm_nonneg _) h') (sub_pos.mpr h')]
  have e : ‖x - adjoint A (A x)‖ ^ 2
      = ‖x‖ ^ 2 - 2 * (inner ℂ x (adjoint A (A x))).re + ‖adjoint A (A x)‖ ^ 2 :=
    norm_sub_sq (𝕜 := ℂ) _ _
  have e2 : (inner ℂ (A x) (A x)).re = ‖A x‖ ^ 2 := inner_self_eq_norm_sq (𝕜 := ℂ) _
  rw [LinearMap.adjoint_inner_right, e2] at e
  have := pow_le_pow_left₀ (norm_nonneg _) hadj 2
  exact ⟨by linarith, hadj⟩
```

The first perturbation is $E=\tfrac12A(1-A^\dagger A)$, so that $Ex=\tfrac12Az$. Set

$$c=\mathrm{Re}\langle Ax,Az\rangle=\mathrm{Re}\langle A^\dagger Ax,z\rangle=\|Ax\|^2-\|A^\dagger Ax\|^2\ge0 .$$

Then $\|Ax\pm Ex\|^2=\|Ax\|^2\pm c+\tfrac14\|Az\|^2$. The plus sign gives the larger value, and since $\|Az\|\le\|z\|$ it is at most

$$2\|Ax\|^2-\|A^\dagger Ax\|^2+\tfrac14\|z\|^2=\|x\|^2-\tfrac34\|z\|^2\le\|x\|^2 .$$

Both signs therefore give contractions, $E=0$, and $Az=0$ for every $x$. In Lean the vector $x$ of this estimate is called `y`; `c1` is the formula for $c$, `e` expands $\|z\|^2$, and `nlinarith` combines the inequalities.

```lean
/-- An extreme contraction annihilates every vector of the form `x - A†A x`. -/
theorem map_defect_eq_zero {A : H →ₗ[ℂ] H} (hA : IsExtremeContraction A) (x : H) :
    A (x - adjoint A (A x)) = 0 := by
  let E : H →ₗ[ℂ] H := ((1 / 2 : ℝ) : ℂ) • (A ∘ₗ (LinearMap.id - adjoint A ∘ₗ A))
  have key : ∀ y, ‖A y + E y‖ ≤ ‖y‖ ∧ ‖A y - E y‖ ≤ ‖y‖ := by
    intro y
    obtain ⟨z, hz⟩ : ∃ z, z = y - adjoint A (A y) := ⟨_, rfl⟩
    have hE : E y = ((1 / 2 : ℝ) : ℂ) • A z := by rw [hz]; rfl
    have c1 : (inner ℂ (A y) (A z)).re = ‖A y‖ ^ 2 - ‖adjoint A (A y)‖ ^ 2 := by
      have a1 : (inner ℂ (A y) (A y)).re = ‖A y‖ ^ 2 := inner_self_eq_norm_sq (𝕜 := ℂ) _
      have a2 : (inner ℂ (adjoint A (A y)) (adjoint A (A y))).re
          = ‖adjoint A (A y)‖ ^ 2 := inner_self_eq_norm_sq (𝕜 := ℂ) _
      rw [← LinearMap.adjoint_inner_left, hz, inner_sub_right, Complex.sub_re, a2,
        LinearMap.adjoint_inner_left, a1]
    have c2 : (inner ℂ (A y) (E y)).re = 1 / 2 * (inner ℂ (A y) (A z)).re := by
      rw [hE, inner_smul_right, Complex.re_ofReal_mul]
    have c3 : ‖E y‖ = 1 / 2 * ‖A z‖ := by
      rw [hE, norm_smul, Complex.norm_real, Real.norm_of_nonneg (by norm_num)]
    have p1 : ‖A y + E y‖ ^ 2 = ‖A y‖ ^ 2 + 2 * (inner ℂ (A y) (E y)).re + ‖E y‖ ^ 2 :=
      norm_add_sq (𝕜 := ℂ) _ _
    have p2 : ‖A y - E y‖ ^ 2 = ‖A y‖ ^ 2 - 2 * (inner ℂ (A y) (E y)).re + ‖E y‖ ^ 2 :=
      norm_sub_sq (𝕜 := ℂ) _ _
    rw [c2, c1, c3] at p1 p2
    obtain ⟨d1, d2⟩ := defect_bound hA.1 y
    rw [← hz] at d1
    have d3 := pow_le_pow_left₀ (norm_nonneg _) d2 2
    have d4 := pow_le_pow_left₀ (norm_nonneg _) (hA.1 z) 2
    have d5 := pow_le_pow_left₀ (norm_nonneg _) (hA.1 y) 2
    have e : ‖z‖ ^ 2 = ‖y‖ ^ 2 - 2 * ‖A y‖ ^ 2 + ‖adjoint A (A y)‖ ^ 2 := by
      have a1 : (inner ℂ (A y) (A y)).re = ‖A y‖ ^ 2 := inner_self_eq_norm_sq (𝕜 := ℂ) _
      have a3 : ‖y - adjoint A (A y)‖ ^ 2 = ‖y‖ ^ 2
          - 2 * (inner ℂ y (adjoint A (A y))).re + ‖adjoint A (A y)‖ ^ 2 :=
        norm_sub_sq (𝕜 := ℂ) _ _
      rw [hz, a3, LinearMap.adjoint_inner_right, a1]
    constructor <;> refine (sq_le_sq₀ (norm_nonneg _) (norm_nonneg _)).mp ?_ <;>
      nlinarith [sq_nonneg ‖z‖]
  have hE0 := perturbation_eq_zero hA (fun y => (key y).1) (fun y => (key y).2)
  have h : ((1 / 2 : ℝ) : ℂ) • A (x - adjoint A (A x)) = 0 := LinearMap.congr_fun hE0 x
  exact (smul_eq_zero.mp h).resolve_left (by norm_num)
```

Q: That only says that $A$ kills the defect. The defect itself might be nonzero.

A: A second perturbation handles that case. Suppose $Av=0$, $A^\dagger w=0$ and $\|v\|\|w\|=1$, and add the transition operator $|w\rangle\langle v|$. The two outputs are orthogonal, because $\langle Ax,w\rangle=\langle x,A^\dagger w\rangle=0$. Also $\langle v,x\rangle=\langle v,z\rangle$, because $\langle v,A^\dagger Ax\rangle=\langle Av,Ax\rangle=0$. Hence

$$\|Ax+\langle v,x\rangle w\|^2=\|Ax\|^2+|\langle v,z\rangle|^2\|w\|^2\le\|Ax\|^2+\|z\|^2\le\|x\|^2 .$$

Lean's `inner ℂ v x` is $\langle v,x\rangle$, linear in the second argument as in Dirac notation.

```lean
/-- If `A v = 0`, `A†w = 0` and `‖v‖‖w‖ = 1`, adding the transition operator `|w⟩⟨v|` to a
contraction `A` leaves it a contraction. -/
theorem add_transition_le {A : H →ₗ[ℂ] H} (hA : IsContraction A) {v w : H} (hv : A v = 0)
    (hw : adjoint A w = 0) (hvw : ‖v‖ * ‖w‖ = 1) (x : H) :
    ‖A x + inner ℂ v x • w‖ ≤ ‖x‖ := by
  have h1 : inner ℂ v x = inner ℂ v (x - adjoint A (A x)) := by
    rw [inner_sub_right, LinearMap.adjoint_inner_right, hv, inner_zero_left, sub_zero]
  have h2 : ‖inner ℂ v x • w‖ ≤ ‖x - adjoint A (A x)‖ := by
    rw [norm_smul, h1]
    calc _ ≤ (‖v‖ * ‖x - adjoint A (A x)‖) * ‖w‖ :=
          mul_le_mul_of_nonneg_right (norm_inner_le_norm _ _) (norm_nonneg _)
      _ = _ := by linear_combination ‖x - adjoint A (A x)‖ * hvw
  have h3 : (inner ℂ (A x) (inner ℂ v x • w)).re = 0 := by
    rw [inner_smul_right, ← LinearMap.adjoint_inner_right, hw]
    simp
  have h4 : ‖A x + inner ℂ v x • w‖ ^ 2 = ‖A x‖ ^ 2
      + 2 * (inner ℂ (A x) (inner ℂ v x • w)).re + ‖inner ℂ v x • w‖ ^ 2 :=
    norm_add_sq (𝕜 := ℂ) _ _
  have h5 := pow_le_pow_left₀ (norm_nonneg _) h2 2
  refine (sq_le_sq₀ (norm_nonneg _) (norm_nonneg _)).mp ?_
  linarith [(defect_bound hA x).1]
```

Q: Do such $v$ and $w$ exist?

A: Yes, if $A$ is extreme and $A^\dagger A\neq1$. Some defect $v=x-A^\dagger Ax$ is then nonzero, and $Av=0$. Every $A^\dagger u$ is orthogonal to $v$, since $\langle A^\dagger u,v\rangle=\langle u,Av\rangle=0$, so $A^\dagger$ is not surjective. In finite dimension it is then not injective either, which supplies $w\neq0$ with $A^\dagger w=0$. Rescale $w$ so that $\|v\|\|w\|=1$; Lean calls the rescaled vector `t`. Replacing $w$ by $-w$ covers the other sign, so $|w\rangle\langle v|$ would have to vanish. But it sends $v$ to $\|v\|^2w\neq0$, a contradiction.

Conversely, $U^\dagger U=1$ gives $\|Ux\|^2=\langle x,U^\dagger Ux\rangle=\|x\|^2$, and the variance argument applies. The theorem states this equivalence with the operator named `U`.

```lean
/-- On a finite-dimensional state space the extreme contractions are exactly the operators
with `U†U = 1`. -/
theorem extreme_iff_unitary (U : H →ₗ[ℂ] H) :
    IsExtremeContraction U ↔ adjoint U ∘ₗ U = LinearMap.id := by
  constructor
  · intro hU
    by_contra hne
    obtain ⟨v, hv, hv0⟩ : ∃ v, U v = 0 ∧ v ≠ 0 := by
      by_contra h
      push Not at h
      exact hne (LinearMap.ext fun x =>
        (sub_eq_zero.mp (h _ (map_defect_eq_zero hU x))).symm)
    -- in finite dimension the adjoint then has a kernel as well
    obtain ⟨w, hw, hw0⟩ : ∃ w, adjoint U w = 0 ∧ w ≠ 0 := by
      by_contra h
      push Not at h
      have inj : Function.Injective (adjoint U) := (injective_iff_map_eq_zero _).mpr h
      obtain ⟨u, hu⟩ := LinearMap.injective_iff_surjective.mp inj v
      have h0 : inner ℂ v v = 0 := by
        calc inner ℂ v v = inner ℂ (adjoint U u) v := by rw [hu]
          _ = 0 := by rw [LinearMap.adjoint_inner_left, hv, inner_zero_right]
      exact hv0 (inner_self_eq_zero.mp h0)
    have nv : ‖v‖ ≠ 0 := norm_ne_zero_iff.mpr hv0
    have nw : ‖w‖ ≠ 0 := norm_ne_zero_iff.mpr hw0
    obtain ⟨t, ht, htn⟩ : ∃ t, adjoint U t = 0 ∧ ‖v‖ * ‖t‖ = 1 := by
      refine ⟨(((‖v‖ * ‖w‖)⁻¹ : ℝ) : ℂ) • w, by rw [map_smul, hw, smul_zero], ?_⟩
      rw [norm_smul, Complex.norm_real, Real.norm_of_nonneg (by positivity)]
      field_simp
    let E : H →ₗ[ℂ] H :=
      { toFun := fun x => inner ℂ v x • t
        map_add' := fun x y => by rw [inner_add_right, add_smul]
        map_smul' := fun c x => by rw [inner_smul_right, mul_smul]; rfl }
    have hE := perturbation_eq_zero (E := E) hU
      (fun x => add_transition_le hU.1 hv ht htn x)
      (fun x => by
        have h := add_transition_le hU.1 hv (w := -t) (by rw [map_neg, ht, neg_zero])
          (by rw [norm_neg, htn]) x
        rw [smul_neg, ← sub_eq_add_neg] at h
        exact h)
    have h : inner ℂ v v • t = 0 := LinearMap.congr_fun hE v
    rcases smul_eq_zero.mp h with h | h
    · exact hv0 (inner_self_eq_zero.mp h)
    · rw [h, norm_zero, mul_zero] at htn
      exact zero_ne_one htn
  · intro h
    refine extreme_of_isometry U fun x => ?_
    have hx : adjoint U (U x) = x := LinearMap.congr_fun h x
    have a1 : (inner ℂ (U x) (U x)).re = ‖U x‖ ^ 2 := inner_self_eq_norm_sq (𝕜 := ℂ) _
    have a2 : (inner ℂ x x).re = ‖x‖ ^ 2 := inner_self_eq_norm_sq (𝕜 := ℂ) _
    rw [← LinearMap.adjoint_inner_left, hx, a2] at a1
    exact ((sq_eq_sq₀ (norm_nonneg _) (norm_nonneg _)).mp a1).symm
```

Q: It says $U^\dagger U=1$. I would also ask for $UU^\dagger=1$.

A: For an operator on a finite-dimensional space the first equation implies the second. In infinite dimension it doesn't, and there the rigidity results of this file are `ensemble_rigidity` and `extreme_of_isometry`, which assume norm preservation but not finite dimension.

Q: My propagators are matrices, though.

A: The last theorem is for them, stated for a mixture of two matrices. For a larger finite ensemble, apply `ensemble_rigidity` to the operators `Matrix.toEuclideanLin (A i)`; equality of the operators gives equality of the matrices. `Matrix.unitaryGroup n ℂ` is the set of unitary $n\times n$ matrices, and `Matrix.toEuclideanLin` lets a matrix act on column vectors with the norm $\sqrt{\sum_j|x_j|^2}$. For this to be the norm of the state, the basis must be orthonormal; propagator matrices given in an overlapping atomic-orbital basis are first transformed to an orthonormal one. The proof turns $U^\dagger U=1$ into the operator equation, applies extremality, and returns to matrices because a matrix is determined by its action.

```lean
/-- If a unitary matrix is a proper mixture of two matrices that never increase the Euclidean
norm, both matrices equal the unitary. -/
theorem unitary_matrix_rigidity {n : Type*} [Fintype n] [DecidableEq n]
    (U A B : Matrix n n ℂ) (hU : U ∈ Matrix.unitaryGroup n ℂ) (p : ℝ) (h0 : 0 < p)
    (h1 : p < 1) (hA : ∀ x, ‖Matrix.toEuclideanLin A x‖ ≤ ‖x‖)
    (hB : ∀ x, ‖Matrix.toEuclideanLin B x‖ ≤ ‖x‖)
    (hmix : U = (p : ℂ) • A + (1 - (p : ℂ)) • B) : A = U ∧ B = U := by
  have hUU : U.conjTranspose * U = 1 := Matrix.mem_unitaryGroup_iff'.mp hU
  have hext : IsExtremeContraction (Matrix.toEuclideanLin U) := by
    rw [extreme_iff_unitary, ← Matrix.toEuclideanLin_conjTranspose_eq_adjoint]
    refine LinearMap.ext fun x => ?_
    have e : U.conjTranspose.mulVec (U.mulVec x.ofLp) = x.ofLp := by
      rw [Matrix.mulVec_mulVec, hUU, Matrix.one_mulVec]
    exact congrArg (WithLp.toLp 2) e
  have h := hext.2 p _ _ h0 h1 hA hB (by rw [hmix, map_add, map_smul, map_smul])
  exact ⟨Matrix.toEuclideanLin.injective h.1, Matrix.toEuclideanLin.injective h.2⟩

end UnitaryExtremeContraction
```

```lean
#print axioms UnitaryExtremeContraction.unitary_matrix_rigidity
-- 'UnitaryExtremeContraction.unitary_matrix_rigidity' depends on axioms: [propext, Classical.choice, Quot.sound]
```

Q: Why not simply say that unitaries are the extreme points of the unit ball?

A: That is another sound model: take the closed unit ball of the operator norm and use Mathlib's general notion of an extreme point. In finite dimension the content would be the same, and general results on convex sets would apply directly. The price is that a matrix norm must be chosen, and the choice matters. If the norm were the largest absolute value of an entry, the $2\times2$ identity would be the average of two different matrices in the ball, with off-diagonal entries all $+\tfrac12$ in one and all $-\tfrac12$ in the other. The condition $\|Ax\|\le\|x\|$ ties the statement directly to the norm of the state vector.
